# At positive temperature, coarse-graining never worsens the first-order upper bound on a free-energy change of a finite spectrum

Two states have the same energy, and a perturbation raises the second by log 3, in units of the thermal energy. The sum of Boltzmann factors falls from 2 to 1 + 1/3 = 4/3, so the free energy rises by log(3/2) ≈ 0.405. The perturbation averaged over the unperturbed populations is (log 3)/2 ≈ 0.549, which is too large because it ignores that the population moves to the lower state.

Now merge the two states into one coarse state and ask how far its free energy shifts. The answer is 0.405, since the movement of population inside the coarse state is included. With several coarse states, one can compute each shift in this way and average the shifts over the unperturbed populations. The problems below compare this estimate with the plain average and with the true change.

In free-energy perturbation, a method of simulation, the plain average is the first-order estimate. The number of states is finite here. In quantum mechanics the results apply when the perturbation commutes with the Hamiltonian, so that it only moves the levels, from E to E + V.

## Spectra, averages and potentials of mean force

The microstates i form a finite set `ι`, and the real functions E and V on it give the energies and the perturbation. The map c sends each microstate to its coarse state k in `κ`; the microstates with c(i) = k are the fibre of k. The letter b is the inverse temperature, usually written β = 1/(k_B T).

```lean
import Mathlib

open Finset

namespace CoarseGrainedPerturbation

noncomputable section

variable {ι κ : Type*} [Fintype ι] [DecidableEq κ]
```

The partition function is Z(E) = ∑_i exp(−b E_i).

```lean
/-- The partition function of the spectrum `E` at inverse temperature `b`. -/
def partitionFn (b : ℝ) (E : ι → ℝ) : ℝ := ∑ i, Real.exp (-b * E i)
```

The free energy is F(E) = −log Z(E) / b. Write F0 = F(E) and F1 = F(E + V).

```lean
/-- The free energy `-log Z / b` of a spectrum on a nonempty set, for `b ≠ 0`. -/
def freeEnergy (b : ℝ) (E : ι → ℝ) : ℝ := -Real.log (partitionFn b E) / b
```

The average ⟨X⟩_0 = ∑_i exp(−b E_i) X_i / Z(E) is normalised, and its weights are those of the unperturbed spectrum.

```lean
/-- The average of the observable `X` in the Gibbs distribution of the spectrum `E`
on a nonempty set. -/
def average (b : ℝ) (E X : ι → ℝ) : ℝ :=
  (∑ i, Real.exp (-b * E i) * X i) / partitionFn b E
```

The potential of mean force of k is the free energy of its fibre:

A0(k) = −log( ∑_{i: c(i)=k} exp(−b E_i) ) / b.

A1(k) is the same with E + V. Textbooks often put the probability of k inside the logarithm, which subtracts F0 from A0 and F1 from A1. Here the fibre sum is not normalised.

```lean
/-- The potential of mean force of the coarse state `k`: the free energy of the states `i`
with `c i = k`, for `b ≠ 0` and a nonempty fibre. -/
def meanForce (b : ℝ) (c : ι → κ) (E : ι → ℝ) (k : κ) : ℝ :=
  -Real.log (∑ i with c i = k, Real.exp (-b * E i)) / b
```

The shift is s(k) = A1(k) − A0(k).

```lean
/-- The change `A1 - A0` of the potential of mean force when `E` becomes `E + V`,
for `b ≠ 0` and a nonempty fibre. -/
def shift (b : ℝ) (c : ι → κ) (E V : ι → ℝ) (k : κ) : ℝ :=
  meanForce b c (E + V) k - meanForce b c E k
```

## (a) Positivity of the partition function

**Task.** For a nonempty set of states, show that

Z(E) > 0.

**Solution.** Every exponential is positive, and there is at least one term.

```lean
/-- The partition function of a spectrum on a nonempty set is positive. -/
theorem partitionFn_pos [Nonempty ι] (b : ℝ) (E : ι → ℝ) : 0 < partitionFn b E :=
  Finset.sum_pos (fun _ _ => Real.exp_pos _) Finset.univ_nonempty
```

## (b) The Boltzmann weight of a coarse state

**Task.** Let b > 0 and let c be surjective. Show that

exp(−b A0(k)) = ∑_{i: c(i)=k} exp(−b E_i).

**Solution.** Call the right side S. Surjectivity puts at least one state in the fibre, so S > 0. By definition −b A0(k) = log S, and exp(log S) = S. In Lean, `hpos` is the positivity of S and `hL` cancels b.

```lean
/-- For `b > 0` and surjective `c`, the Boltzmann weight of the potential of mean force is the
sum of the Boltzmann weights over the fibre. -/
theorem exp_meanForce {b : ℝ} (hb : 0 < b) {c : ι → κ} (hc : Function.Surjective c)
    (E : ι → ℝ) (k : κ) :
    Real.exp (-b * meanForce b c E k) = ∑ i with c i = k, Real.exp (-b * E i) := by
  have hpos : 0 < ∑ i with c i = k, Real.exp (-b * E i) := by
    obtain ⟨i, hi⟩ := hc k
    exact Finset.sum_pos (fun _ _ => Real.exp_pos _) ⟨i, by simp [hi]⟩
  have hL : ∀ L : ℝ, -b * (-L / b) = L := fun L => by field_simp
  rw [meanForce, hL, Real.exp_log hpos]
```

## (c) Summing over coarse states

**Task.** Under the same conditions, show for any function g of the coarse state that

∑_i exp(−b E_i) g(c(i)) = ∑_k exp(−b A0(k)) g(k).

**Solution.** Sort the left sum by fibres. On the fibre of k the factor g(c(i)) equals g(k) and comes out of the inner sum. What remains is the fibre sum, which (b) replaces by exp(−b A0(k)). The sorting is `Finset.sum_fiberwise`.

```lean
/-- For `b > 0` and surjective `c`, the Boltzmann-weighted sum of an observable of the coarse
state can be taken over coarse states, with the potential of mean force as spectrum. -/
theorem sum_coarse [Fintype κ] {b : ℝ} (hb : 0 < b) {c : ι → κ}
    (hc : Function.Surjective c) (E : ι → ℝ) (g : κ → ℝ) :
    ∑ i, Real.exp (-b * E i) * g (c i) = ∑ k, Real.exp (-b * meanForce b c E k) * g k := by
  refine (Finset.sum_fiberwise Finset.univ c _).symm.trans ?_
  refine Finset.sum_congr rfl fun k _ => ?_
  rw [exp_meanForce hb hc, Finset.sum_mul]
  refine Finset.sum_congr rfl fun i hi => ?_
  rw [(Finset.mem_filter.mp hi).2]
```

## (d) The partition function on the coarse level

**Task.** Under the same conditions, treat A0 as a spectrum on the coarse states and show that

Z(A0) = Z(E).

**Solution.** Put g = 1 in (c).

```lean
/-- For `b > 0` and surjective `c`, coarse-graining preserves the partition function. -/
theorem partitionFn_meanForce [Fintype κ] {b : ℝ} (hb : 0 < b) {c : ι → κ}
    (hc : Function.Surjective c) (E : ι → ℝ) :
    partitionFn b (meanForce b c E) = partitionFn b E := by
  have h := sum_coarse hb hc E (fun _ => 1)
  simp only [mul_one] at h
  exact h.symm
```

## (e) Differences of observables

**Task.** Show that

⟨X − Y⟩_0 = ⟨X⟩_0 − ⟨Y⟩_0.

**Solution.** Expand exp(−b E_i)(X_i − Y_i), split the sum and divide by Z(E).

```lean
/-- Gibbs averages respect differences of observables. -/
theorem average_sub (b : ℝ) (E X Y : ι → ℝ) :
    average b E (fun i => X i - Y i) = average b E X - average b E Y := by
  unfold average
  rw [← sub_div, ← Finset.sum_sub_distrib]
  simp only [mul_sub]
```

## (f) From an exponential average to a plain one

**Task.** Let b > 0 and ⟨exp(−bX)⟩_0 = 1 on a nonempty set. Show that

⟨X⟩_0 ≥ 0, with equality exactly when X_i = 0 for every i.

**Solution.** Let d_i = exp(−b X_i) − 1 + b X_i. Since exp(x) ≥ 1 + x, each d_i ≥ 0. Averaging gives

⟨d⟩_0 = 1 − 1 + b⟨X⟩_0 = b⟨X⟩_0,

so ⟨X⟩_0 ≥ 0. If ⟨X⟩_0 = 0, a sum of nonnegative terms with positive weights vanishes, so every d_i = 0. But exp(x) > 1 + x for x ≠ 0, hence X_i = 0. The converse is immediate.

Lean keeps the weights unnormalised: `hsum` is the averaged identity multiplied by Z(E), and `hd` says that its terms are nonnegative.

```lean
/-- On a nonempty set and for `b > 0`, an observable with `⟨exp(-b X)⟩ = 1` has a nonnegative
Gibbs average, which vanishes exactly when `X` is zero in every state. -/
theorem average_nonneg_of_exp [Nonempty ι] {b : ℝ} (hb : 0 < b) (E X : ι → ℝ)
    (h : average b E (fun i => Real.exp (-b * X i)) = 1) :
    0 ≤ average b E X ∧ (average b E X = 0 ↔ ∀ i, X i = 0) := by
  have hZ := partitionFn_pos b E
  have h' : ∑ i, Real.exp (-b * E i) * Real.exp (-b * X i) = partitionFn b E := by
    rwa [average, div_eq_one_iff_eq hZ.ne'] at h
  have hX : ∑ i, Real.exp (-b * E i) * X i = average b E X * partitionFn b E := by
    rw [average, div_mul_cancel₀ _ hZ.ne']
  -- `b Z(E)` times the average is a weighted sum of gaps between the exponential and its tangent at 0
  have hsum : ∑ i, Real.exp (-b * E i) * (Real.exp (-b * X i) - 1 + b * X i)
      = b * partitionFn b E * average b E X := by
    calc _ = ∑ i, Real.exp (-b * E i) * Real.exp (-b * X i) - ∑ i, Real.exp (-b * E i)
          + b * ∑ i, Real.exp (-b * E i) * X i := by
          rw [Finset.mul_sum, ← Finset.sum_sub_distrib, ← Finset.sum_add_distrib]
          exact Finset.sum_congr rfl fun i _ => by ring
      _ = _ := by
          rw [h', hX]
          unfold partitionFn
          ring
  have hd : ∀ i ∈ Finset.univ,
      0 ≤ Real.exp (-b * E i) * (Real.exp (-b * X i) - 1 + b * X i) := fun i _ =>
    mul_nonneg (Real.exp_pos _).le (by linarith [Real.add_one_le_exp (-b * X i)])
  constructor
  · have hn := Finset.sum_nonneg hd
    rw [hsum] at hn
    exact (mul_nonneg_iff_of_pos_left (mul_pos hb hZ)).mp hn
  · constructor
    · intro h0 i
      rw [h0, mul_zero] at hsum
      have hi := (Finset.sum_eq_zero_iff_of_nonneg hd).mp hsum i (Finset.mem_univ i)
      by_contra hx
      have hlt := Real.add_one_lt_exp (mul_ne_zero (neg_ne_zero.mpr hb.ne') hx)
      have hp : 0 < Real.exp (-b * E i) * (Real.exp (-b * X i) - 1 + b * X i) :=
        mul_pos (Real.exp_pos _) (by linarith)
      exact hp.ne' hi
    · intro h0
      simp [average, h0]
```

## (g) The average shift against the average perturbation

**Task.** For b > 0, a nonempty set of states and surjective c, show that

⟨s(c)⟩_0 ≤ ⟨V⟩_0,

with equality exactly when V is constant on each fibre.

**Solution.** Take X_i = V_i − s(c(i)). Then, using (c) for the spectrum E + V and then (d),

Z(E) ⟨exp(−bX)⟩_0
= ∑_i exp(−b(E_i + V_i)) exp(b s(c(i)))
= ∑_k exp(−b A1(k)) exp(b s(k))
= ∑_k exp(−b A0(k))
= Z(E).

So ⟨exp(−bX)⟩_0 = 1, and (f) with (e) gives the inequality. Equality forces V_i = s(c(i)), which depends only on the fibre. Conversely, if V equals v throughout the fibre of k, then exp(−b A1(k)) = exp(−bv) exp(−b A0(k)), so s(k) = v and X = 0 there.

The four-line calculation is `hnorm`, and the converse is `key`. Any variation of V inside a fibre therefore makes the inequality strict.

```lean
/-- For `b > 0` and surjective `c`, the average shift of the potential of mean force is at most
`⟨V⟩_0`, with equality exactly when `V` is constant on every fibre of `c`. -/
theorem average_shift_le [Nonempty ι] [Fintype κ] {b : ℝ} (hb : 0 < b) {c : ι → κ}
    (hc : Function.Surjective c) (E V : ι → ℝ) :
    average b E (fun i => shift b c E V (c i)) ≤ average b E V ∧
      (average b E (fun i => shift b c E V (c i)) = average b E V ↔
        ∀ i j, c i = c j → V i = V j) := by
  have hnorm : average b E (fun i => Real.exp (-b * (V i - shift b c E V (c i)))) = 1 := by
    rw [average, div_eq_one_iff_eq (partitionFn_pos b E).ne']
    calc ∑ i, Real.exp (-b * E i) * Real.exp (-b * (V i - shift b c E V (c i)))
        = ∑ i, Real.exp (-b * (E + V) i) * Real.exp (b * shift b c E V (c i)) :=
          Finset.sum_congr rfl fun i _ => by
            rw [← Real.exp_add, ← Real.exp_add, Pi.add_apply]
            congr 1
            ring
      _ = ∑ k, Real.exp (-b * meanForce b c (E + V) k) * Real.exp (b * shift b c E V k) :=
          sum_coarse hb hc (E + V) (fun k => Real.exp (b * shift b c E V k))
      _ = ∑ k, Real.exp (-b * meanForce b c E k) :=
          Finset.sum_congr rfl fun k _ => by
            rw [← Real.exp_add, shift]
            congr 1
            ring
      _ = partitionFn b E := partitionFn_meanForce hb hc E
  obtain ⟨h0, h1⟩ := average_nonneg_of_exp hb E (fun i => V i - shift b c E V (c i)) hnorm
  rw [average_sub b E V (fun i => shift b c E V (c i))] at h0 h1
  refine ⟨by linarith, fun h i j hij => ?_, fun h => ?_⟩
  · have hz := h1.mp (by linarith)
    have hi : V i - shift b c E V (c i) = 0 := hz i
    have hj : V j - shift b c E V (c j) = 0 := hz j
    rw [hij] at hi
    linarith
  · -- a perturbation constant on a fibre shifts its potential of mean force by that constant
    have key : ∀ i, V i - shift b c E V (c i) = 0 := by
      intro i
      have e : Real.exp (-b * meanForce b c (E + V) (c i))
          = Real.exp (-b * (meanForce b c E (c i) + V i)) := by
        rw [exp_meanForce hb hc, mul_add, Real.exp_add, exp_meanForce hb hc, Finset.sum_mul]
        refine Finset.sum_congr rfl fun j hj => ?_
        rw [← Real.exp_add, Pi.add_apply, h j i (Finset.mem_filter.mp hj).2, mul_add]
      have e' := mul_left_cancel₀ (neg_ne_zero.mpr hb.ne') (Real.exp_injective e)
      unfold shift
      linarith
    have := h1.mpr key
    linarith
```

## (h) The free-energy change against the average shift

**Task.** Under the same conditions, show that

F1 − F0 ≤ ⟨s(c)⟩_0,

with equality exactly when s(k) = F1 − F0 for every k.

**Solution.** Let D = F1 − F0 and X_i = s(c(i)) − D. By (c), then (d) for E + V,

Z(E) ⟨exp(−bX)⟩_0
= ∑_k exp(−b A0(k)) exp(−b(s(k) − D))
= exp(bD) ∑_k exp(−b A1(k))
= exp(bD) Z(E + V)
= Z(E).

The last step uses exp(−bF0) = Z(E) and exp(−bF1) = Z(E + V), which is `hF` in the code. Now (f) gives ⟨s(c)⟩_0 − D ≥ 0, because the average of a constant is that constant (`hconst`). Equality means s(c(i)) = D for every i, and surjectivity carries this to every k.

```lean
/-- For `b > 0` and surjective `c`, `F1 - F0` is at most the average shift of the potential of
mean force, with equality exactly when every coarse state is shifted by `F1 - F0`. -/
theorem freeEnergy_sub_le [Nonempty ι] [Fintype κ] {b : ℝ} (hb : 0 < b) {c : ι → κ}
    (hc : Function.Surjective c) (E V : ι → ℝ) :
    freeEnergy b (E + V) - freeEnergy b E ≤ average b E (fun i => shift b c E V (c i)) ∧
      (freeEnergy b (E + V) - freeEnergy b E = average b E (fun i => shift b c E V (c i)) ↔
        ∀ k, shift b c E V k = freeEnergy b (E + V) - freeEnergy b E) := by
  have hZ := partitionFn_pos b E
  have hL : ∀ L : ℝ, -b * (-L / b) = L := fun L => by field_simp
  have hF : ∀ G : ι → ℝ, Real.exp (-b * freeEnergy b G) = partitionFn b G := fun G => by
    rw [freeEnergy, hL, Real.exp_log (partitionFn_pos b G)]
  obtain ⟨D, hD⟩ : ∃ D, D = freeEnergy b (E + V) - freeEnergy b E := ⟨_, rfl⟩
  rw [← hD]
  have hnorm : average b E (fun i => Real.exp (-b * (shift b c E V (c i) - D))) = 1 := by
    rw [average, div_eq_one_iff_eq hZ.ne']
    calc ∑ i, Real.exp (-b * E i) * Real.exp (-b * (shift b c E V (c i) - D))
        = ∑ k, Real.exp (-b * meanForce b c E k) * Real.exp (-b * (shift b c E V k - D)) :=
          sum_coarse hb hc E (fun k => Real.exp (-b * (shift b c E V k - D)))
      _ = ∑ k, Real.exp (-b * meanForce b c (E + V) k) * Real.exp (b * D) :=
          Finset.sum_congr rfl fun k _ => by
            rw [← Real.exp_add, ← Real.exp_add, shift]
            congr 1
            ring
      _ = partitionFn b (E + V) * Real.exp (b * D) := by
          rw [← Finset.sum_mul, ← partitionFn_meanForce hb hc (E + V)]
          rfl
      _ = partitionFn b E := by
          rw [← hF (E + V), ← hF E, ← Real.exp_add, hD]
          congr 1
          ring
  have hconst : average b E (fun _ => D) = D := by
    rw [average, ← Finset.sum_mul]
    exact mul_div_cancel_left₀ D hZ.ne'
  obtain ⟨h0, h1⟩ := average_nonneg_of_exp hb E (fun i => shift b c E V (c i) - D) hnorm
  rw [average_sub b E (fun i => shift b c E V (c i)) (fun _ => D), hconst] at h0 h1
  refine ⟨by linarith, fun h k => ?_, fun h => ?_⟩
  · obtain ⟨i, rfl⟩ := hc k
    exact sub_eq_zero.mp (h1.mp (by linarith) i)
  · have := h1.mpr fun i => sub_eq_zero.mpr (h (c i))
    linarith
```

## (i) The two bounds in order

**Task.** Conclude that

F1 − F0 ≤ ⟨A1(c) − A0(c)⟩_0 ≤ ⟨V⟩_0.

**Solution.** Write out s in (h) and (g) and join the inequalities.

The Lean statement says this for every b > 0 (`hb`), every finite nonempty set of microstates, every surjection c onto a finite set (`hc`), and all real E and V. Its conclusion is a pair of inequalities, and the proof takes the first half of (h) and of (g). As defined, the middle quantity is computed from the fibre sums of both spectra, while ⟨V⟩_0 is computed from V and the unperturbed weights. The two agree when V is constant on each fibre, for example when c is injective. If the shifts s(k) and the unperturbed populations p(k) of the coarse states are all known, the true change follows exactly, as F1 − F0 = −log( ∑_k p(k) exp(−b s(k)) ) / b. The middle quantity is the first-order bound on this expression.

```lean
/-- Coarse-graining never worsens the perturbation bound: for `b > 0` and surjective `c`,
`F1 - F0 ≤ ⟨A1(c) - A0(c)⟩_0 ≤ ⟨V⟩_0`. -/
theorem coarse_perturbation_bound [Nonempty ι] [Fintype κ] {b : ℝ} (hb : 0 < b) {c : ι → κ}
    (hc : Function.Surjective c) (E V : ι → ℝ) :
    freeEnergy b (E + V) - freeEnergy b E
        ≤ average b E (fun i => meanForce b c (E + V) (c i) - meanForce b c E (c i)) ∧
      average b E (fun i => meanForce b c (E + V) (c i) - meanForce b c E (c i))
        ≤ average b E V :=
  ⟨(freeEnergy_sub_le hb hc E V).1, (average_shift_le hb hc E V).1⟩

end

end CoarseGrainedPerturbation
```

```lean
#print axioms CoarseGrainedPerturbation.coarse_perturbation_bound
```

```
'CoarseGrainedPerturbation.coarse_perturbation_bound' depends on axioms: [propext, Classical.choice, Quot.sound]
```

## Three states in numbers

Let b = 1, E = (0, 0, 0) and V = (0, log 3, log 3). Merge states 1 and 2, and leave state 3 alone.

- The partition function goes from 3 to 5/3, so F1 − F0 = log(9/5) ≈ 0.588.
- The merged pair shifts by log(3/2) ≈ 0.405 and state 3 by log 3 ≈ 1.099. With populations 2/3 and 1/3 the average shift is about 0.637.
- The average perturbation is (2/3) log 3 ≈ 0.732.

The order is 0.588 < 0.637 < 0.732. Both inequalities are strict, since the coarse states shift unequally and V varies inside the pair.

## Profiles with their minimum set to zero

Potentials of mean force are often plotted with the minimum at zero. If A0 and A1 are each moved in this way before they are subtracted, the bound can fail. In the example the moved profiles are (0, log 2) and (0, log 4). Their difference averages to (log 2)/3 ≈ 0.231, which lies below the true change of 0.588. Adding one common constant to both profiles is harmless, since it cancels in the difference. Moving them by different constants, as here, changes the average shift.
